# For a bounded self-adjoint H and t ≥ 0, K ≥ e² t‖H‖ Taylor terms give exp(−itH) to within exp(−K)

## Do the huge intermediate terms ruin a long Taylor step?

I propagate a wavefunction with a time-independent Hamiltonian by summing the Taylor series of exp(−itH), applying H again and again to the state. For t‖H‖ = 20 the terms can grow to about 4 × 10⁷ times the norm of the state before they start to shrink, although the evolved state has the same norm as the initial one. If I double the time, the largest terms become enormously bigger. Does the number of Hamiltonian applications blow up in the same way?

## The terms grow exponentially, but their number only linearly

The first choice is what kind of object H should be. Here it is a bounded self-adjoint operator on a complex Hilbert space, so that ‖H‖ is finite; a Hermitian matrix from a grid or a finite orthonormal basis is the familiar case. For such an H the answer is no: for a fixed error tolerance, a number of terms that grows linearly with t‖H‖ is enough, provided that rounding is left aside.

With ℏ = 1, t‖H‖ is the largest phase, in radians, that any energy component can accumulate. The factor e² ≈ 7.39 is a safety margin, chosen so that the error bound takes the simple form exp(−K).

### Unitarity bounds the error by the first omitted term

Write G = −iH, U(t) = exp(tG), and let T_K be the sum of the first K terms:

T_K(t) = Σ_{n<K} (tG)ⁿ/n!

The remainder is R_K = U − T_K. Differentiating the polynomial term by term lowers each power by one, so T_(K+1)′ = G T_K. Since U′ = G U as well,

R_(K+1)′(t) = G R_K(t), R_(K+1)(0) = 0.

The chain starts at K = 0. There T_0 = 0 and R_0 = U, which is unitary and therefore has norm at most 1. Suppose that ‖R_K(s)‖ ≤ (s‖H‖)^K/K! for all s ≥ 0. Then

‖R_(K+1)(t)‖ ≤ ∫₀ᵗ ‖H‖ (s‖H‖)^K/K! ds = (t‖H‖)^(K+1)/(K+1)!

So the error is bounded by the size of the first omitted term, however large the earlier terms were.

Now set x = t‖H‖ and let e²x ≤ K. The number K^K/K! is a single term of the positive series for e^K, so it is at most e^K. Hence

x^K/K! ≤ (e⁻²K)^K/K! = e^(−2K) K^K/K! ≤ e^(−2K) e^K = e^(−K).

For a tolerance ε with 0 < ε ≤ 1, take K to be e²x + log(1/ε), rounded up. This K is at least e²x and also at least log(1/ε), so the error is at most e^(−K) ≤ ε.

In your example e²x ≈ 147.8, so 148 terms meet the condition. That is generous: the factorial bound itself gives about 10⁻⁹ at K = 70.

The Lean file contains the operator bounds and the recursion for the state vectors.

```lean
import Mathlib

open Finset

namespace TaylorPropagator

noncomputable section

variable {E : Type*} [NormedAddCommGroup E] [InnerProductSpace ℂ E]

/-- The generator `-iH` of the time evolution with Hamiltonian `H` (in units with `ℏ = 1`). -/
def generator (H : E →L[ℂ] E) : E →L[ℂ] E := (-Complex.I) • H

/-- The propagator `exp(-izH)`, defined for real or complex time `z`. -/
def propagator (H : E →L[ℂ] E) (z : ℂ) : E →L[ℂ] E :=
  NormedSpace.exp (z • generator H)

/-- The Taylor polynomial of the propagator: the sum of `(-izH)^n / n!` over `n < K`. -/
def taylor (H : E →L[ℂ] E) (K : ℕ) (z : ℂ) : E →L[ℂ] E :=
  ∑ n ∈ range K, ((n.factorial : ℂ)⁻¹) • (z • generator H) ^ n

/-- The Taylor vectors of a state `ψ`, computed recursively: each new one costs a single
application of the Hamiltonian to the previous one. -/
def taylorVector (H : E →L[ℂ] E) (z : ℂ) (ψ : E) : ℕ → E
  | 0 => ψ
  | n + 1 => (z / ((n : ℂ) + 1)) • generator H (taylorVector H z ψ n)

/-- Raising the order by one adds the term `(z^K / K!) (-iH)^K` to the Taylor polynomial. -/
theorem taylor_succ (H : E →L[ℂ] E) (K : ℕ) (z : ℂ) :
    taylor H (K + 1) z
      = taylor H K z + ((K.factorial : ℂ)⁻¹ * z ^ K) • generator H ^ K := by
  simp only [taylor, sum_range_succ, smul_pow, smul_smul]

/-- The time derivative of the Taylor polynomial with `K + 1` terms is `-iH` times the one
with `K` terms. -/
theorem hasDerivAt_taylor (H : E →L[ℂ] E) (K : ℕ) (z : ℂ) :
    HasDerivAt (fun w => taylor H (K + 1) w) (generator H * taylor H K z) z := by
  induction K with
  | zero => simpa [taylor] using hasDerivAt_const z (1 : E →L[ℂ] E)
  | succ K ih =>
    have hterm := ((hasDerivAt_pow (K + 1) z).const_mul
      (((K + 1).factorial : ℂ)⁻¹)).smul_const (generator H ^ (K + 1))
    have hf : (fun w => taylor H (K + 1 + 1) w) = fun w => taylor H (K + 1) w
        + (((K + 1).factorial : ℂ)⁻¹ * w ^ (K + 1)) • generator H ^ (K + 1) :=
      funext fun w => taylor_succ H (K + 1) w
    rw [hf]
    refine (ih.fun_add hterm).congr_deriv ?_
    rw [taylor_succ H K z, mul_add, mul_smul_comm, ← pow_succ']
    congr 2
    have h1 : (K : ℂ) + 1 ≠ 0 := Nat.cast_add_one_ne_zero K
    have h2 : (K.factorial : ℂ) ≠ 0 := Nat.cast_ne_zero.mpr K.factorial_ne_zero
    rw [Nat.factorial_succ, Nat.add_sub_cancel]
    push_cast
    field_simp

/-- The sum of the first `K` recursively computed Taylor vectors is the Taylor polynomial of
the propagator applied to the state. -/
theorem sum_taylorVector (H : E →L[ℂ] E) (z : ℂ) (ψ : E) (K : ℕ) :
    ∑ n ∈ range K, taylorVector H z ψ n = taylor H K z ψ := by
  have hv : ∀ n, taylorVector H z ψ n
      = ((n.factorial : ℂ)⁻¹) • ((z • generator H) ^ n) ψ := by
    intro n
    induction n with
    | zero => simp [taylorVector]
    | succ n ih =>
      rw [taylorVector, ih, pow_succ']
      change _ = (((n + 1).factorial : ℂ)⁻¹) •
        (z • generator H (((z • generator H) ^ n) ψ))
      rw [map_smul, smul_smul, smul_smul]
      congr 1
      have h1 : (n : ℂ) + 1 ≠ 0 := Nat.cast_add_one_ne_zero n
      have h2 : (n.factorial : ℂ) ≠ 0 := Nat.cast_ne_zero.mpr n.factorial_ne_zero
      rw [Nat.factorial_succ]
      push_cast
      field_simp
  simp only [hv, taylor, _root_.sum_apply, smul_apply]

variable [CompleteSpace E]

/-- For a self-adjoint Hamiltonian and real time the propagator has norm at most one. -/
theorem norm_propagator_le_one {H : E →L[ℂ] E} (hH : IsSelfAdjoint H) (t : ℝ) :
    ‖propagator H t‖ ≤ 1 := by
  have hr : IsSelfAdjoint (((-t : ℝ)) : ℂ) := Complex.conj_ofReal (-t)
  have hs : IsSelfAdjoint ((((-t : ℝ)) : ℂ) • H) := hr.smul hH
  have he : (t : ℂ) • generator H = Complex.I • ((((-t : ℝ)) : ℂ) • H) := by
    simp only [generator, smul_smul]
    congr 1
    push_cast
    ring
  -- the exponential of `i` times a self-adjoint operator is unitary
  have hU : propagator H t ∈ unitary (E →L[ℂ] E) := by
    rw [propagator, he]
    exact (selfAdjoint.expUnitary ⟨_, hs⟩).2
  have h1 : ‖propagator H t‖ * ‖propagator H t‖ ≤ 1 := by
    rw [← CStarRing.norm_star_mul_self, hU.1]
    exact ContinuousLinearMap.norm_id_le
  nlinarith [norm_nonneg (propagator H t)]

/-- For self-adjoint `H` and `t ≥ 0`, the error of the Taylor polynomial with `K` terms is at
most `(t‖H‖)^K / K!`. -/
theorem norm_remainder_le {H : E →L[ℂ] E} (hH : IsSelfAdjoint H) (K : ℕ) :
    ∀ t : ℝ, 0 ≤ t →
      ‖propagator H t - taylor H K t‖ ≤ (t * ‖H‖) ^ K / (K.factorial : ℝ) := by
  induction K with
  | zero =>
    intro t _
    simpa [taylor] using norm_propagator_le_one hH t
  | succ K ih =>
    intro t ht
    -- the remainders obey `R_(K+1)' = -iH R_K`
    have hder : ∀ s : ℝ, HasDerivAt (fun s : ℝ => propagator H s - taylor H (K + 1) s)
        (generator H * (propagator H s - taylor H K s)) s := by
      intro s
      have hC : HasDerivAt (fun w : ℂ => propagator H w - taylor H (K + 1) w)
          (generator H * (propagator H s - taylor H K s)) (s : ℂ) :=
        ((hasDerivAt_exp_smul_const' (generator H) (s : ℂ)).fun_sub
          (hasDerivAt_taylor H K s)).congr_deriv (mul_sub _ _ _).symm
      have hof : HasDerivAt (fun s : ℝ => (s : ℂ)) 1 s := by
        simpa using (hasDerivAt_id s).ofReal_comp
      exact (HasDerivAt.scomp (h := fun s : ℝ => (s : ℂ)) s hC hof).congr_deriv
        (one_smul ℂ _)
    have hB : ∀ s : ℝ, HasDerivAt
        (fun s : ℝ => (s * ‖H‖) ^ (K + 1) / ((K + 1).factorial : ℝ))
        (‖H‖ * ((s * ‖H‖) ^ K / (K.factorial : ℝ))) s := by
      intro s
      refine ((((hasDerivAt_id' s).mul_const ‖H‖).fun_pow (K + 1)).div_const
        ((K + 1).factorial : ℝ)).congr_deriv ?_
      have h1 : (K : ℝ) + 1 ≠ 0 := Nat.cast_add_one_ne_zero K
      have h2 : (K.factorial : ℝ) ≠ 0 := Nat.cast_ne_zero.mpr K.factorial_ne_zero
      rw [Nat.factorial_succ, Nat.add_sub_cancel]
      push_cast
      field_simp
    have hG : ‖generator H‖ = ‖H‖ := by simp [generator, norm_smul]
    -- mean value inequality on `[0, t]`
    refine image_norm_le_of_norm_deriv_right_le_deriv_boundary
      (fun s _ => (hder s).continuousAt.continuousWithinAt)
      (fun s _ => (hder s).hasDerivWithinAt) ?_ hB ?_ (Set.right_mem_Icc.mpr ht)
    · simp [propagator, taylor, sum_range_succ', NormedSpace.exp_zero]
    · intro s hs
      refine (norm_mul_le _ _).trans ?_
      rw [hG]
      exact mul_le_mul_of_nonneg_left (ih s hs.1) (norm_nonneg H)

/-- If `x ≥ 0` and `K ≥ e² x`, then `x^K / K!` is at most `exp(-K)`. -/
theorem pow_div_factorial_le {x : ℝ} (hx : 0 ≤ x) {K : ℕ} (hK : Real.exp 2 * x ≤ K) :
    x ^ K / (K.factorial : ℝ) ≤ Real.exp (-K) := by
  have h1 : (Real.exp 2 * x) ^ K / (K.factorial : ℝ) ≤ Real.exp K :=
    calc (Real.exp 2 * x) ^ K / (K.factorial : ℝ)
        ≤ (K : ℝ) ^ K / (K.factorial : ℝ) := by gcongr
      _ ≤ Real.exp K := Real.pow_div_factorial_le_exp (K : ℝ) (Nat.cast_nonneg K) K
  have h2 : Real.exp 2 ^ K = Real.exp K * Real.exp K := by
    rw [← Real.exp_nat_mul, ← Real.exp_add]
    congr 1
    ring
  rw [mul_pow, h2] at h1
  have h3 : Real.exp K * (x ^ K / (K.factorial : ℝ)) ≤ 1 := by
    refine le_of_mul_le_mul_left ?_ (Real.exp_pos (K : ℝ))
    calc Real.exp K * (Real.exp K * (x ^ K / (K.factorial : ℝ)))
        = Real.exp K * Real.exp K * x ^ K / (K.factorial : ℝ) := by ring
      _ ≤ Real.exp K * 1 := by rw [mul_one]; exact h1
  rw [Real.exp_neg, ← one_div, le_div_iff₀ (Real.exp_pos _)]
  linarith

/-- For self-adjoint `H`, `t ≥ 0` and `K ≥ e² t‖H‖`, the Taylor polynomial with `K` terms
approximates `exp(-itH)` in operator norm with error at most `exp(-K)`. -/
theorem taylor_error_le_exp {H : E →L[ℂ] E} (hH : IsSelfAdjoint H) {t : ℝ} (ht : 0 ≤ t)
    {K : ℕ} (hK : Real.exp 2 * (t * ‖H‖) ≤ K) :
    ‖propagator H t - taylor H K t‖ ≤ Real.exp (-K) :=
  (norm_remainder_le hH K t ht).trans
    (pow_div_factorial_le (mul_nonneg ht (norm_nonneg H)) hK)

/-- For self-adjoint `H`, `t ≥ 0` and a tolerance `0 < ε ≤ 1`, taking `e² t‖H‖ + log(1/ε)`
terms, rounded up, gives an operator-norm error of at most `ε`. -/
theorem taylor_error_le_tolerance {H : E →L[ℂ] E} (hH : IsSelfAdjoint H) {t ε : ℝ}
    (ht : 0 ≤ t) (hε : 0 < ε) (hε1 : ε ≤ 1) :
    ‖propagator H t - taylor H ⌈Real.exp 2 * (t * ‖H‖) + Real.log (1 / ε)⌉₊ t‖ ≤ ε := by
  have hK := Nat.le_ceil (Real.exp 2 * (t * ‖H‖) + Real.log (1 / ε))
  generalize ⌈Real.exp 2 * (t * ‖H‖) + Real.log (1 / ε)⌉₊ = K at hK ⊢
  rw [one_div, Real.log_inv] at hK
  have hlog : Real.log ε ≤ 0 := Real.log_nonpos hε.le hε1
  have hx : 0 ≤ Real.exp 2 * (t * ‖H‖) := by positivity
  calc ‖propagator H t - taylor H K t‖
      ≤ Real.exp (-K) := taylor_error_le_exp hH ht (by linarith)
    _ ≤ Real.exp (Real.log ε) := Real.exp_le_exp.mpr (by linarith)
    _ = ε := Real.exp_log hε

/-- For self-adjoint `H`, `t ≥ 0` and `K ≥ e² t‖H‖`, the sum of the first `K` Taylor vectors
differs from the evolved state `exp(-itH)ψ` by at most `exp(-K)‖ψ‖`. -/
theorem state_error_le {H : E →L[ℂ] E} (hH : IsSelfAdjoint H) {t : ℝ} (ht : 0 ≤ t)
    {K : ℕ} (hK : Real.exp 2 * (t * ‖H‖) ≤ K) (ψ : E) :
    ‖propagator H t ψ - ∑ n ∈ range K, taylorVector H t ψ n‖ ≤ Real.exp (-K) * ‖ψ‖ := by
  rw [sum_taylorVector]
  exact ((propagator H t - taylor H K t).le_opNorm ψ).trans
    (mul_le_mul_of_nonneg_right (taylor_error_le_exp hH ht hK) (norm_nonneg ψ))

end

end TaylorPropagator
```

```lean
#print axioms TaylorPropagator.taylor_error_le_exp
-- 'TaylorPropagator.taylor_error_le_exp' depends on axioms: [propext, Classical.choice, Quot.sound]
#print axioms TaylorPropagator.taylor_error_le_tolerance
-- 'TaylorPropagator.taylor_error_le_tolerance' depends on axioms: [propext, Classical.choice, Quot.sound]
#print axioms TaylorPropagator.state_error_le
-- 'TaylorPropagator.state_error_le' depends on axioms: [propext, Classical.choice, Quot.sound]
```

### What the operators, times and counts stand for

The space `E` is a complete complex inner product space, of finite or infinite dimension. The type `E →L[ℂ] E` consists of the continuous, that is bounded, linear operators on it, and the norm on this type is the operator norm. The hypothesis `IsSelfAdjoint H` says that H equals its adjoint, which for a matrix means Hermitian.

Two names need care. `generator H` is −iH, whereas physicists often call H itself the generator. And `K` counts terms: `range K` runs from 0 to K − 1, so the highest power in `taylor H K z` is K − 1. The letter `z` is a complex time; the error bounds use it only at real `t ≥ 0`. For a negative time, apply them to −H and |t|.

The central theorem, `taylor_error_le_exp`, reads: if H is self-adjoint, t ≥ 0 and e² t‖H‖ ≤ K, then the operator norm of exp(−itH) − T_K(t) is at most exp(−K). The case K = 0 is allowed. It forces t‖H‖ = 0, and the statement then says only that the identity has norm at most 1.

`taylor_error_le_tolerance` is the version with a prescribed ε, where `⌈...⌉₊` rounds up to a natural number. `state_error_le` is the version for a state: the sum of the first K Taylor vectors differs from exp(−itH)ψ by at most exp(−K)‖ψ‖, which is exp(−K) for a normalised ψ. The Taylor vectors themselves are not normalised. Each is obtained from the previous one by a single application of H, so K ≥ 1 terms take K − 1 applications; this count is read off the recursion in `taylorVector`.

For real-time propagation in a finite orthonormal basis with a fixed Hamiltonian, the result is an a priori rule for the length of the Taylor sum. In a Magnus step it applies to the exponential of a bounded self-adjoint effective Hamiltonian, but not to the error of the Magnus expansion.

The step left to you is the passage from a molecular Hamiltonian, whose kinetic energy is unbounded, to its bounded discretised form. Refining a grid generally raises ‖H‖, through the kinetic energy, and with it the number of terms that the rule asks for. Rounding is a separate matter, and there your large terms do count: they must cancel to leave a vector of ordinary size, which in double precision can cost seven or eight digits at t‖H‖ = 20. Shorter time steps keep the terms small.

### An induction on the remainder

`norm_propagator_le_one` starts the chain. It writes −itH as i times the self-adjoint operator −tH, for which Mathlib's `selfAdjoint.expUnitary` supplies a unitary exponential. The identity ‖U‖² = ‖U†U‖ then gives norm at most 1.

`taylor_succ` splits off the last term of the polynomial, and `hasDerivAt_taylor` uses it to prove T_(K+1)′ = G T_K by induction. The final `field_simp` there is the cancellation (K + 1)/(K + 1)! = 1/K!.

`norm_remainder_le` is the factorial bound. Its induction hypothesis is stated for all nonnegative times, because the step to K + 1 at time t needs the bound for K at every earlier time s. Within the step, `hder` is the equation R_(K+1)′ = G R_K, `hB` differentiates the bound, and `hG` records that ‖−iH‖ = ‖H‖.

`pow_div_factorial_le` is the estimate with K^K/K! ≤ e^K, and `taylor_error_le_exp` chains it to the factorial bound. The tolerance theorem adds the logarithm. For states, `sum_taylorVector` shows by induction that the n-th Taylor vector is (zG)ⁿψ/n!, so that the recursive sum is the polynomial applied to ψ; the operator bound then carries over.

### A mean value inequality in place of the integral

The derivation above integrates a bound on the derivative. The Lean proof contains no integral. It uses the Mathlib theorem `image_norm_le_of_norm_deriv_right_le_deriv_boundary`, which compares a vector-valued function f with a real function B on an interval [a, b]. If ‖f(a)‖ ≤ B(a), and ‖f′(s)‖ ≤ B′(s) for a ≤ s < b, then ‖f(s)‖ ≤ B(s) on the whole interval. For f, continuity and a derivative from the right are sufficient.

Here f is the remainder R_(K+1), with values in the space of operators, and

B(s) = (s‖H‖)^(K+1)/(K+1)!, B′(s) = ‖H‖ (s‖H‖)^K/K!

The `refine` leaves two goals open; unitarity has already entered, in the case K = 0. The first is the starting value: both the propagator and the polynomial equal the identity at time zero, so the remainder vanishes. The second is the comparison of derivatives, ‖G R_K(s)‖ ≤ ‖H‖ ‖R_K(s)‖ ≤ B′(s), where the last inequality is the induction hypothesis at time s.

One adjustment comes before this. The derivatives of the exponential and of the polynomial are taken in the complex variable z, while the inequality needs a function of real time. `HasDerivAt.scomp` makes the change by the chain rule, using that the inclusion of the real line in the complex plane has derivative 1.
